# The rVV10 mesh variable in an exponential density tail has one minimum and no upper bound

## Density, frequency and mesh variable

Hartree atomic units are used throughout. At a point where the electron density is $n>0$ and its gradient has magnitude $s$, the rVV10 functional for dispersion interactions uses

$$\omega_0=\sqrt{C\left(\frac{s}{n}\right)^4+\frac{4\pi n}{3}},\qquad \kappa=\frac{3\pi b}{2}\left(\frac{n}{9\pi}\right)^{1/6},\qquad q=\frac{\omega_0}{\kappa}.$$

The parameter $C$ sets the strength of the gradient term, which models a local excitation gap. The parameter $b$ controls the damping of the interaction at short range. Both are taken as given positive constants.

The density depends on one coordinate $r$, and its tail is $n(r)=A e^{-gr}$ with $A,g>0$. Two abbreviations will be useful:

$$G=Cg^4,\qquad c=\frac{3\pi b/2}{(9\pi)^{1/6}}.$$

In such a tail, $q$ depends on position only through the density:

$$q(n)=\frac{\sqrt{G+4\pi n/3}}{c\,n^{1/6}}.$$

For any $G,c>0$, this function on $n>0$ has its unique minimum at $n_*=3G/(8\pi)$, and it tends to infinity both as $n\to0^+$ and as $n\to\infty$. A tail that starts at $r=0$ passes through this minimum only if $A>n_*$; for $A\le n_*$, $q$ grows outwards from the start. In both cases the low-density limit means that, far enough out in the tail, $q$ lies above every point of any given finite mesh.

A finite $q$-mesh therefore cannot cover the whole of an exactly exponential tail. An implementation that interpolates the kernel on such a mesh can treat values above it by a separate rule, or leave out the far tail, for instance through a density cutoff.

## From the tail to a cubic

**Reduction.** Differentiating the tail gives $n'(r)=-g\,n(r)$, so $s/n=g$ at every $r$ and $\omega_0=\sqrt{Cg^4+4\pi n/3}$. Splitting the sixth root in $\kappa$ gives $\kappa=c\,n^{1/6}$. The quotient is $q(n)$ as written above.

**Removing the roots.** The sixth power of $q$ contains no roots:

$$c^6\,n\,q(n)^6=\left(G+\frac{4\pi n}{3}\right)^3.$$

**The minimum.** Put $t=4\pi n/3$. At $n_*$ we have $t=G/2$, so

$$(c\,q(n_*))^6=\frac{(3G/2)^3}{n_*}=\frac{27G^3}{8}\cdot\frac{8\pi}{3G}=9\pi G^2.$$

At a general density, $9\pi G^2 n=\tfrac{27}{4}G^2t$, and therefore

$$c^6n\left[q(n)^6-q(n_*)^6\right]=(G+t)^3-\tfrac{27}{4}G^2t=\left(t-\tfrac G2\right)^2(t+4G).$$

The right-hand side is positive unless $t=G/2$, that is, unless $n=n_*$. Since $q\ge0$, the order of the sixth powers is the order of the values themselves.

**The two divergences.** Expanding the cube gives $(G+t)^3\ge G^3$ and $(G+t)^3\ge Gt^2$. Hence

$$q(n)^6\ge\frac{G^3}{c^6\,n},\qquad q(n)^6\ge\frac{G}{c^6}\left(\frac{4\pi}{3}\right)^2 n.$$

The first bound diverges as $n\to0^+$, the second as $n\to\infty$. The low-density divergence comes from the gradient term: at $G=0$ one has $q\propto n^{1/3}$, which tends to zero with the density.

**The mesh.** A finite set of mesh points has an upper bound $M$, which may be taken positive. By the first bound, $q>M$ once $n<G^3/(cM)^6$, and the decaying tail stays below that density from some distance onwards.

## Definitions in Lean

```lean
import Mathlib

open Real Filter Topology

namespace RVV10Mesh

noncomputable section
```

The frequency takes the density and the gradient magnitude as separate real arguments.

```lean
/-- The rVV10 local frequency for density `n > 0` and gradient magnitude `s`,
with gap parameter `C`. -/
def omega0 (C n s : ℝ) : ℝ := √(C * (s / n) ^ 4 + 4 * π * n / 3)
```

The function $\kappa$ depends on the density alone. The exponent `(1 / 6 : ℝ)` is a real power.

```lean
/-- The rVV10 function `κ` of the density `n`, with damping parameter `b`. -/
def kappa (b n : ℝ) : ℝ := b * (3 * π / 2) * (n / (9 * π)) ^ (1 / 6 : ℝ)
```

A density profile is a function `ρ : ℝ → ℝ`, and its gradient magnitude is `|deriv ρ r|`, the exact derivative and not a value from a grid or a Fourier transform. For a spherical density, `r` can be read as the radius.

```lean
/-- The rVV10 mesh variable `ω₀ / κ` at position `r` of a density profile `ρ` that depends on
one coordinate, for `b > 0` and `ρ r > 0`. -/
def meshVariable (C b : ℝ) (ρ : ℝ → ℝ) (r : ℝ) : ℝ :=
  omega0 C (ρ r) |deriv ρ r| / kappa b (ρ r)
```

The tail is exponential at every `r`. The ground-state density of the nonrelativistic hydrogen atom with a fixed point nucleus has this form in the radius `r ≥ 0`. For atoms and molecules with several electrons the form is in general only an approximation to the far tail, and a density built from a finite set of Gaussian basis functions eventually decays faster.

```lean
/-- An exponential density tail with amplitude `A` and decay rate `g`. -/
def tail (A g r : ℝ) : ℝ := A * exp (-(g * r))
```

The last definition is $q(n)$, with $G$ and $c$ as free parameters. The theorems about it use only positive densities.

```lean
/-- The mesh variable as a function of the density `n > 0` alone, at fixed gradient
term `G` and with `c > 0`. -/
def qTail (G c n : ℝ) : ℝ := √(G + 4 * π * n / 3) / (c * n ^ (1 / 6 : ℝ))
```

## The reduced form is derived

The next theorem connects the rVV10 expression with `qTail`. It requires only a positive amplitude. In the proof, `hd` is the derivative of the tail and `hs` the constant logarithmic gradient. This appears as `|g|`, because the sign of `g` is still free, and `h4` removes the absolute value in the fourth power. The step `hk` splits the sixth root and thereby identifies $c$.

```lean
/-- In an exponential tail of positive amplitude the rVV10 mesh variable depends on position
only through the density, with the constant gradient term `C g⁴`. -/
theorem meshVariable_tail (C b g r : ℝ) {A : ℝ} (hA : 0 < A) :
    meshVariable C b (tail A g) r =
      qTail (C * g ^ 4) (b * (3 * π / 2) / (9 * π) ^ (1 / 6 : ℝ)) (tail A g r) := by
  have ht : 0 < tail A g r := mul_pos hA (exp_pos _)
  -- the logarithmic gradient of the tail is constant
  have hd : HasDerivAt (tail A g) (-g * tail A g r) r := by
    have h1 : HasDerivAt (fun x : ℝ => -(g * x)) (-(g * 1)) r :=
      ((hasDerivAt_id' r).const_mul g).fun_neg
    refine (h1.exp.const_mul A).congr_deriv ?_
    unfold tail
    ring
  have hs : |deriv (tail A g) r| / tail A g r = |g| := by
    rw [hd.deriv, abs_mul, abs_neg, abs_of_pos ht]
    exact mul_div_cancel_right₀ _ ht.ne'
  have h4 : |g| ^ 4 = g ^ 4 := by
    calc |g| ^ 4 = (|g| ^ 2) ^ 2 := by ring
      _ = g ^ 4 := by rw [sq_abs]; ring
  have hk : kappa b (tail A g r) =
      b * (3 * π / 2) / (9 * π) ^ (1 / 6 : ℝ) * tail A g r ^ (1 / 6 : ℝ) := by
    unfold kappa
    rw [Real.div_rpow ht.le (by positivity)]
    ring
  unfold meshVariable omega0 qTail
  rw [hs, h4, hk]
```

## Sixth power and minimum

The root-free identity combines two facts: the sixth power of a square root is the cube of its argument (`h1`), and the sixth power of $n^{1/6}$ is $n$ (`h2`). All later estimates of `qTail` rest on it.

```lean
/-- The sixth power of the mesh variable is a rational function of the density, for positive
`G`, `c` and `n`. -/
theorem qTail_pow_six {G c n : ℝ} (hG : 0 < G) (hc : 0 < c) (hn : 0 < n) :
    c ^ 6 * n * qTail G c n ^ 6 = (G + 4 * π * n / 3) ^ 3 := by
  have hx : 0 ≤ G + 4 * π * n / 3 := by positivity
  have h1 : √(G + 4 * π * n / 3) ^ 6 = (G + 4 * π * n / 3) ^ 3 := by
    calc √(G + 4 * π * n / 3) ^ 6 = (√(G + 4 * π * n / 3) ^ 2) ^ 3 := by rw [← pow_mul]
      _ = _ := by rw [Real.sq_sqrt hx]
  have h2 : (n ^ (1 / 6 : ℝ)) ^ 6 = n := by
    rw [← Real.rpow_natCast, ← Real.rpow_mul hn.le]
    norm_num
  unfold qTail
  rw [div_pow, mul_pow, h1, h2, ← mul_div_assoc]
  exact mul_div_cancel_left₀ _ (by positivity)
```

For the value at the minimum, the proof calls the density `m` and records its definition as $8\pi m=3G$. The bracket then equals $3G/2$, which is `e`. Both sides of the claim are multiplied by $3G$, and `linear_combination` closes the resulting polynomial identity.

```lean
/-- At the density `3G/(8π)` the mesh variable `q` satisfies `(c q)⁶ = 9πG²`, for positive
`G` and `c`. -/
theorem qTail_min_value {G c : ℝ} (hG : 0 < G) (hc : 0 < c) :
    (c * qTail G c (3 * G / (8 * π))) ^ 6 = 9 * π * G ^ 2 := by
  obtain ⟨m, hmdef⟩ : ∃ m, m = 3 * G / (8 * π) := ⟨_, rfl⟩
  have hm0 : 0 < m := by rw [hmdef]; positivity
  have hm : 8 * π * m = 3 * G := by
    rw [hmdef, ← mul_div_assoc]
    exact mul_div_cancel_left₀ _ (by positivity)
  rw [← hmdef]
  have h := qTail_pow_six hG hc hm0
  have e : G + 4 * π * m / 3 = 3 * G / 2 := by linarith
  rw [e] at h
  have h3 : 3 * G ≠ 0 := by positivity
  apply mul_left_cancel₀ h3
  linear_combination 8 * π * h - c ^ 6 * qTail G c m ^ 6 * hm
```

The minimum is stated as a strict inequality against every other positive density, which makes it global and unique at once. The hypothesis `hne` gives $t\ne G/2$ in `hd`, so the factored cubic is strictly positive in `hpos`. The two `refine` steps pass from $q$ to $q^6$ and then multiply by $c^6n$. What remains is $9\pi G^2n<(G+t)^3$, which `nlinarith` obtains from `hpos` by expanding the product. No derivative of $q$ is needed.

```lean
/-- For positive `G` and `c`, the mesh variable at density `3G/(8π)` is strictly smaller than
at any other positive density. -/
theorem qTail_unique_min {G c n : ℝ} (hG : 0 < G) (hc : 0 < c) (hn : 0 < n)
    (hne : n ≠ 3 * G / (8 * π)) : qTail G c (3 * G / (8 * π)) < qTail G c n := by
  have hq : 0 ≤ qTail G c n := by unfold qTail; positivity
  have hv := qTail_min_value hG hc
  rw [mul_pow] at hv
  have hd : 4 * π * n / 3 - G / 2 ≠ 0 := by
    intro h
    apply hne
    rw [eq_div_iff (by positivity)]
    linarith
  -- the cubic has a double root at the minimum
  have hpos : 0 < (4 * π * n / 3 - G / 2) ^ 2 * (4 * π * n / 3 + 4 * G) :=
    mul_pos (pow_pos (abs_pos.2 hd) 2 |>.trans_eq (sq_abs _)) (by positivity)
  refine lt_of_pow_lt_pow_left₀ 6 hq ?_
  refine lt_of_mul_lt_mul_left (a := c ^ 6 * n) ?_ (by positivity)
  rw [qTail_pow_six hG hc hn]
  calc c ^ 6 * n * qTail G c (3 * G / (8 * π)) ^ 6
      = n * (9 * π * G ^ 2) := by rw [← hv]; ring
    _ < (G + 4 * π * n / 3) ^ 3 := by nlinarith [hpos]
```

## Divergence at both ends

Since the bounds concern $q^6$, an auxiliary lemma carries divergence back to $q$. If $f\ge0$ and $f^6>|M|^6$, then $f>|M|\ge M$. The filter `l` stands for whichever limit is being taken.

```lean
/-- A quantity that is eventually nonnegative and whose sixth power diverges to infinity
diverges to infinity itself. -/
theorem tendsto_of_pow_six {l : Filter ℝ} {f : ℝ → ℝ} (h0 : ∀ᶠ x in l, 0 ≤ f x)
    (h : Tendsto (fun x => f x ^ 6) l atTop) : Tendsto f l atTop := by
  refine tendsto_atTop.2 fun M => ?_
  filter_upwards [h0, h.eventually_gt_atTop (|M| ^ 6)] with x hx h6
  exact (le_abs_self M).trans (lt_of_pow_lt_pow_left₀ 6 hx h6).le
```

In the low-density limit, `𝓝[>] 0` means that $n$ approaches zero through positive values, and `atTop` as the target means divergence to $+\infty$. The proof compares $q^6$ with $(G^3/c^6)\,n^{-1}$, using $G^3\le(G+t)^3$ from `h3`.

```lean
/-- For positive `G` and `c` the mesh variable diverges as the density falls to zero. -/
theorem qTail_tendsto_zero {G c : ℝ} (hG : 0 < G) (hc : 0 < c) :
    Tendsto (qTail G c) (𝓝[>] 0) atTop := by
  have hmem : ∀ᶠ n : ℝ in 𝓝[>] 0, 0 < n := self_mem_nhdsWithin
  apply tendsto_of_pow_six
  · filter_upwards [hmem] with n hn
    unfold qTail
    positivity
  · have hK : 0 < G ^ 3 / c ^ 6 := by positivity
    refine tendsto_atTop_mono' _ ?_ (tendsto_inv_nhdsGT_zero.const_mul_atTop hK)
    filter_upwards [hmem] with n hn
    have hp := qTail_pow_six hG hc hn
    have hx : 0 < 4 * π * n / 3 := by positivity
    have h3 : G ^ 3 ≤ (G + 4 * π * n / 3) ^ 3 := pow_le_pow_left₀ hG.le (by linarith) 3
    have e : G ^ 3 / c ^ 6 * n⁻¹ = G ^ 3 / (c ^ 6 * n) := by ring
    rw [e, div_le_iff₀ (by positivity)]
    linarith
```

At high density the comparison function is linear in $n$. The expression in `hx` is $(G+t)^3-Gt^2$ written out, a sum of nonnegative terms.

```lean
/-- For positive `G` and `c` the mesh variable diverges as the density grows without bound. -/
theorem qTail_tendsto_atTop {G c : ℝ} (hG : 0 < G) (hc : 0 < c) :
    Tendsto (qTail G c) atTop atTop := by
  apply tendsto_of_pow_six
  · filter_upwards [eventually_gt_atTop (0 : ℝ)] with n hn
    unfold qTail
    positivity
  · have hK : 0 < G * (4 * π / 3) ^ 2 / c ^ 6 := by positivity
    refine tendsto_atTop_mono' _ ?_ (tendsto_id.const_mul_atTop hK)
    filter_upwards [eventually_gt_atTop (0 : ℝ)] with n hn
    have hp := qTail_pow_six hG hc hn
    have hx : 0 ≤ G ^ 3 + 3 * G ^ 2 * (4 * π * n / 3) + 2 * G * (4 * π * n / 3) ^ 2
        + (4 * π * n / 3) ^ 3 := by positivity
    have e : G * (4 * π / 3) ^ 2 / c ^ 6 * id n = G * (4 * π / 3) ^ 2 * n / c ^ 6 := by
      simp only [id]
      ring
    rw [e, div_le_iff₀ (by positivity)]
    refine le_of_mul_le_mul_left (a := n) ?_ hn
    nlinarith [hp, hx]
```

## Every finite mesh is exceeded

The final theorem returns to the full rVV10 variable. The mesh is a `Finset ℝ`, an arbitrary finite set of real numbers with no assumption on spacing. The order of the quantifiers matters: the mesh is given first, and a single distance `R` then serves for all its points and all `r ≥ R`.

The proof shows that the tail tends to zero (`h0`) through positive values (`ht`) and composes this with the low-density divergence to obtain `hq`. An upper bound `M` of the mesh is then exceeded from some `R` onwards, and `meshVariable_tail` translates the statement back to $\omega_0/\kappa$.

```lean
/-- No finite mesh covers an exponential tail: for positive `C`, `b`, `A` and `g`, the rVV10 mesh
variable exceeds every mesh point from some distance onwards. -/
theorem no_finite_mesh {C b A g : ℝ} (hC : 0 < C) (hb : 0 < b) (hA : 0 < A) (hg : 0 < g)
    (mesh : Finset ℝ) :
    ∃ R, ∀ r ≥ R, ∀ p ∈ mesh, p < meshVariable C b (tail A g) r := by
  -- the density decays to zero through positive values
  have h0 : Tendsto (tail A g) atTop (𝓝 0) := by
    have h := (Real.tendsto_exp_neg_atTop_nhds_zero.comp
      (tendsto_id.const_mul_atTop hg)).const_mul A
    rw [mul_zero] at h
    exact h
  have ht : Tendsto (tail A g) atTop (𝓝[>] 0) :=
    tendsto_nhdsWithin_iff.2 ⟨h0, Eventually.of_forall fun r => mul_pos hA (exp_pos _)⟩
  have hG : 0 < C * g ^ 4 := by positivity
  have hc : 0 < b * (3 * π / 2) / (9 * π) ^ (1 / 6 : ℝ) := by positivity
  have hq := (qTail_tendsto_zero hG hc).comp ht
  obtain ⟨M, hM⟩ := mesh.bddAbove
  obtain ⟨R, hR⟩ := eventually_atTop.1 (hq.eventually_gt_atTop M)
  refine ⟨R, fun r hr p hp => ?_⟩
  rw [meshVariable_tail C b g r hA]
  exact lt_of_le_of_lt (hM (Finset.mem_coe.2 hp)) (hR r hr)

end

end RVV10Mesh
```

```lean
#print axioms RVV10Mesh.meshVariable_tail
#print axioms RVV10Mesh.qTail_unique_min
#print axioms RVV10Mesh.qTail_tendsto_atTop
#print axioms RVV10Mesh.no_finite_mesh
```

```
'RVV10Mesh.meshVariable_tail' depends on axioms: [propext, Classical.choice, Quot.sound]
'RVV10Mesh.qTail_unique_min' depends on axioms: [propext, Classical.choice, Quot.sound]
'RVV10Mesh.qTail_tendsto_atTop' depends on axioms: [propext, Classical.choice, Quot.sound]
'RVV10Mesh.no_finite_mesh' depends on axioms: [propext, Classical.choice, Quot.sound]
```

The theorem gives the existence of `R` but no formula for it; the explicit density threshold $G^3/(cM)^6$ belongs to the derivation by hand. Nor does it say how much the far tail contributes to the dispersion energy, so it does not measure the error made by capping $q$ at the last mesh point.
